# No real rational function is asymptotic to a Boys function at large argument

Suppose a Boys function is fitted by one rational function $P(T)/Q(T)$ on a finite range, and the fit is then used at every larger $T$. However good it was on that range, its relative error eventually exceeds 99%, or any other fraction below one. In Coulomb and nuclear-attraction integrals over Gaussians, $T$ is an exponent times a squared distance, so well-separated charge distributions lead to this region. The result concerns a single rational function in the limit $T\to\infty$; it gives no value of $T$ at which a particular fit fails.

```lean
import Mathlib

open Filter Topology Polynomial

namespace BoysRationalFit
```

## The Boys function and its sign

The Boys function of order $m=0,1,2,\dots$ is

$$F_m(T)=\int_0^1 t^{2m}e^{-Tt^2}\,dt .$$

In Lean it is `boys m T`, defined for every real `T`, though only positive values matter here.

```lean
/-- The Boys function of order `m`, the integral of `t^(2m) exp(-T t²)` over `[0,1]`. -/
noncomputable def boys (m : ℕ) (T : ℝ) : ℝ :=
  ∫ t in (0 : ℝ)..1, t ^ (2 * m) * Real.exp (-T * t ^ 2)
```

The integrand is positive for $0<t<1$, so $F_m(T)>0$, and dividing by $F_m$ is safe.

```lean
/-- The Boys function is positive for every real argument. -/
theorem boys_pos (m : ℕ) (T : ℝ) : 0 < boys m T := by
  unfold boys
  apply intervalIntegral.intervalIntegral_pos_of_pos_on
  · exact Continuous.intervalIntegrable (by fun_prop) _ _
  · intro t ht
    have h0 : 0 < t := ht.1
    positivity
  · exact one_pos
```

## A half-integer power law

Substitute $u=st$, $du=s\,dt$:

$$s^{2m+1}F_m(s^2)=\int_0^s u^{2m}e^{-u^2}\,du .$$

The dependence on $s$ now sits in the upper limit alone. The proof applies Mathlib's substitution rule and then matches the integrands.

```lean
/-- The Boys function at `T = s²`, multiplied by `s^(2m+1)`, is an incomplete moment of a fixed
Gaussian: the integral of `u^(2m) exp(-u²)` from `0` to `s`. -/
theorem boys_scaling (m : ℕ) (s : ℝ) :
    s ^ (2 * m + 1) * boys m (s ^ 2) =
      ∫ u in (0 : ℝ)..s, u ^ (2 * m) * Real.exp (-u ^ 2) := by
  have h := intervalIntegral.smul_integral_comp_mul_left (a := 0) (b := 1)
    (fun u : ℝ => u ^ (2 * m) * Real.exp (-u ^ 2)) s
  rw [mul_zero, mul_one, smul_eq_mul] at h
  rw [← h, boys, pow_succ, mul_comm (s ^ (2 * m)) s, mul_assoc,
    ← intervalIntegral.integral_const_mul]
  congr 1
  apply intervalIntegral.integral_congr
  intro t _
  show s ^ (2 * m) * (t ^ (2 * m) * Real.exp (-s ^ 2 * t ^ 2)) =
    (s * t) ^ (2 * m) * Real.exp (-(s * t) ^ 2)
  have e : -s ^ 2 * t ^ 2 = -(s * t) ^ 2 := by ring
  rw [e, mul_pow s t (2 * m), mul_assoc]
```

To bound this integral for all $s$, use $e^x\ge x^k/k!$ for $x\ge 0$. Setting $x=u^2$ and adding the cases $k=m$ and $k=m+1$ gives $u^{2m}(1+u^2)\le K e^{u^2}$ with $K=m!+(m+1)!$, that is,

$$u^{2m}e^{-u^2}\le \frac{K}{1+u^2}.$$

```lean
/-- A Gaussian moment integrand lies below a multiple of the Lorentzian `1/(1+u²)`. -/
theorem gaussian_le_lorentzian (m : ℕ) (u : ℝ) :
    u ^ (2 * m) * Real.exp (-u ^ 2) ≤
      ((m.factorial : ℝ) + ((m + 1).factorial : ℝ)) * (1 + u ^ 2)⁻¹ := by
  have h1 := Real.pow_div_factorial_le_exp (u ^ 2) (sq_nonneg u) m
  have h2 := Real.pow_div_factorial_le_exp (u ^ 2) (sq_nonneg u) (m + 1)
  rw [div_le_iff₀ (by positivity)] at h1 h2
  rw [Real.exp_neg, ← div_eq_mul_inv, ← div_eq_mul_inv,
    div_le_div_iff₀ (Real.exp_pos _) (by positivity), pow_mul]
  have e : (u ^ 2) ^ m * (1 + u ^ 2) = (u ^ 2) ^ m + (u ^ 2) ^ (m + 1) := by ring
  rw [e]
  linarith
```

Take $s=\sqrt T\ge 1$. Dropping the part of the integral beyond $u=1$ gives a lower bound, and integrating the Lorentzian gives an upper one:

$$F_m(1)\le T^{m+1/2}F_m(T)\le K\arctan\sqrt T\le \frac{K\pi}{2}.$$

Squaring removes the half-integer power, so $c\le T^{2m+1}F_m(T)^2\le C$ with $c=F_m(1)^2$ and $C=(K\pi/2)^2$. In the code, `low` and `up` are the two bounds before squaring.

```lean
/-- For `T ≥ 1` the square of the Boys function stays between two positive multiples of the
odd inverse power `T^-(2m+1)`. -/
theorem boys_sq_bounds (m : ℕ) : ∃ c C : ℝ, 0 < c ∧ 0 < C ∧ ∀ T : ℝ, 1 ≤ T →
    c ≤ T ^ (2 * m + 1) * boys m T ^ 2 ∧ T ^ (2 * m + 1) * boys m T ^ 2 ≤ C := by
  set K : ℝ := (m.factorial : ℝ) + ((m + 1).factorial : ℝ) with hK
  have hKpos : 0 < K := by positivity
  have hpi := Real.pi_pos
  refine ⟨boys m 1 ^ 2, (K * (Real.pi / 2)) ^ 2, pow_pos (boys_pos m 1) 2,
    by positivity, fun T hT => ?_⟩
  have hT0 : 0 ≤ T := by linarith
  have hs : 1 ≤ √T := Real.one_le_sqrt.mpr hT
  have hint : ∀ a b : ℝ, IntervalIntegrable
      (fun u : ℝ => u ^ (2 * m) * Real.exp (-u ^ 2)) MeasureTheory.volume a b :=
    fun a b => Continuous.intervalIntegrable (by fun_prop) a b
  have hsc := boys_scaling m (√T)
  rw [Real.sq_sqrt hT0] at hsc
  have e : T ^ (2 * m + 1) * boys m T ^ 2 = (√T ^ (2 * m + 1) * boys m T) ^ 2 := by
    rw [mul_pow, ← pow_mul, mul_comm (2 * m + 1) 2, pow_mul, Real.sq_sqrt hT0]
  -- the part of the integral beyond u = 1 only adds to it
  have low : boys m 1 ≤ √T ^ (2 * m + 1) * boys m T := by
    have h1 := boys_scaling m 1
    rw [one_pow, one_pow, one_mul] at h1
    rw [hsc, h1, ← intervalIntegral.integral_add_adjacent_intervals (hint 0 1) (hint 1 √T)]
    have h2 : 0 ≤ ∫ u in (1 : ℝ)..√T, u ^ (2 * m) * Real.exp (-u ^ 2) := by
      apply intervalIntegral.integral_nonneg hs
      intro u hu
      have hu0 : 0 ≤ u := by linarith [hu.1]
      positivity
    linarith
  -- the Lorentzian integrates to an arctangent, which is below π/2
  have up : √T ^ (2 * m + 1) * boys m T ≤ K * (Real.pi / 2) := by
    have hc : Continuous (fun u : ℝ => K * (1 + u ^ 2)⁻¹) :=
      continuous_const.mul (Continuous.inv₀ (by fun_prop) (fun u => by positivity))
    have h3 := intervalIntegral.integral_mono_on (Real.sqrt_nonneg T) (hint 0 √T)
      (hc.intervalIntegrable 0 √T) (fun u _ => gaussian_le_lorentzian m u)
    rw [intervalIntegral.integral_const_mul, integral_inv_one_add_sq,
      Real.arctan_zero, sub_zero] at h3
    rw [hsc]
    exact h3.trans (mul_le_mul_of_nonneg_left (Real.arctan_lt_pi_div_two _).le hKpos.le)
  rw [e]
  have hb := boys_pos m 1
  exact ⟨pow_le_pow_left₀ hb.le low 2, pow_le_pow_left₀ (hb.le.trans low) up 2⟩
```

## Odd degree against even degree

If $\deg R<\deg S$, then $R(T)/S(T)\to 0$, so $|R|\le\delta|S|$ at large $T$ for any $\delta>0$. Lean writes "at all sufficiently large $T$" as `∀ᶠ T in atTop`, and the value of a polynomial as `R.eval T`.

```lean
/-- A real polynomial of lower degree is eventually smaller in size than any given positive
multiple of one of higher degree. -/
theorem eventually_small (R S : ℝ[X]) (hd : R.degree < S.degree) {δ : ℝ} (hδ : 0 < δ) :
    ∀ᶠ T in atTop, |R.eval T| ≤ δ * |S.eval T| := by
  have hS : S ≠ 0 := by
    rintro rfl
    simp at hd
  have hlim := (Polynomial.div_tendsto_atTop_zero_of_degree_lt R S hd).abs
  rw [abs_zero] at hlim
  filter_upwards [hlim.eventually (gt_mem_nhds hδ),
    Polynomial.eventually_atTop_not_isRoot S hS] with T h hr
  have hp : 0 < |S.eval T| := abs_pos.mpr hr
  rw [abs_div, div_lt_iff₀ hp] at h
  exact h.le
```

For nonzero $P$ and $Q$, the polynomial $T^{2m+1}P^2$ has odd degree and $Q^2$ has even degree. The degrees differ, which `omega` confirms. Let $\varepsilon>0$.

If the odd degree is lower, then at large $T$

$$T^{2m+1}P^2\le\varepsilon^2c\,Q^2\le\varepsilon^2T^{2m+1}Q^2F_m^2,$$

hence $|P|\le\varepsilon|QF_m|$. If it is higher, then

$$T^{2m+1}Q^2F_m^2\le C\,Q^2\le\varepsilon^2T^{2m+1}P^2,$$

hence $|QF_m|\le\varepsilon|P|$. One side is therefore negligible against the other, written `=o[atTop]`. A zero polynomial satisfies one alternative trivially.

```lean
/-- For real polynomials `P`, `Q`, at large `T` either `P` is negligible against `Q F_m`, or
`Q F_m` is negligible against `P`. -/
theorem fit_dichotomy (m : ℕ) (P Q : ℝ[X]) :
    (fun T => P.eval T) =o[atTop] (fun T => Q.eval T * boys m T) ∨
      (fun T => Q.eval T * boys m T) =o[atTop] (fun T => P.eval T) := by
  by_cases hQ : Q = 0
  · right
    simp [hQ]
  by_cases hP : P = 0
  · left
    simp [hP]
  obtain ⟨c, C, hc, hC, hb⟩ := boys_sq_bounds m
  -- an odd degree is compared with an even one
  have d1 : (X ^ (2 * m + 1) * P ^ 2 : ℝ[X]).natDegree = 2 * m + 1 + 2 * P.natDegree := by
    rw [natDegree_mul (pow_ne_zero _ X_ne_zero) (pow_ne_zero _ hP), natDegree_X_pow,
      natDegree_pow]
  have d2 : (Q ^ 2).natDegree = 2 * Q.natDegree := natDegree_pow Q 2
  have hne : (X ^ (2 * m + 1) * P ^ 2 : ℝ[X]).natDegree ≠ (Q ^ 2).natDegree := by omega
  rcases lt_or_gt_of_ne hne with hd | hd
  · left
    refine Asymptotics.isLittleO_iff.mpr fun ε hε => ?_
    filter_upwards [eventually_small _ _ (degree_lt_degree hd)
      (show 0 < ε ^ 2 * c by positivity), eventually_ge_atTop 1] with T h hT
    have hT0 : 0 < T := by linarith
    have hn : 0 ≤ T ^ (2 * m + 1) * P.eval T ^ 2 := by positivity
    simp only [eval_mul, eval_pow, eval_X] at h
    rw [abs_of_nonneg hn, abs_of_nonneg (sq_nonneg (Q.eval T))] at h
    have hsq : P.eval T ^ 2 ≤ (ε * (Q.eval T * boys m T)) ^ 2 := by
      refine le_of_mul_le_mul_left ?_ (pow_pos hT0 (2 * m + 1))
      have h2 := mul_le_mul_of_nonneg_left (hb T hT).1 (sq_nonneg (ε * Q.eval T))
      linarith
    simpa only [Real.norm_eq_abs, abs_mul, abs_of_pos hε] using sq_le_sq.mp hsq
  · right
    refine Asymptotics.isLittleO_iff.mpr fun ε hε => ?_
    filter_upwards [eventually_small _ _ (degree_lt_degree hd)
      (show 0 < ε ^ 2 / C by positivity), eventually_ge_atTop 1] with T h hT
    have hT0 : 0 < T := by linarith
    have hn : 0 ≤ T ^ (2 * m + 1) * P.eval T ^ 2 := by positivity
    simp only [eval_mul, eval_pow, eval_X] at h
    rw [abs_of_nonneg hn, abs_of_nonneg (sq_nonneg (Q.eval T)), div_mul_eq_mul_div,
      le_div_iff₀ hC] at h
    have hsq : (Q.eval T * boys m T) ^ 2 ≤ (ε * P.eval T) ^ 2 := by
      refine le_of_mul_le_mul_left ?_ (pow_pos hT0 (2 * m + 1))
      have h2 := mul_le_mul_of_nonneg_left (hb T hT).2 (sq_nonneg (Q.eval T))
      linarith
    simpa only [Real.norm_eq_abs, abs_mul, abs_of_pos hε] using sq_le_sq.mp hsq
```

## The relative error

Write $g=QF_m$ with $Q\neq0$, so that $g\ne0$ at large $T$, and let $\varepsilon<1$. The relative error of $P/Q$ is $|P-g|/|g|$.

- If $P$ is negligible, then eventually $|P|\le\frac{1-\varepsilon}{2}|g|$, and $|P-g|\ge\frac{1+\varepsilon}{2}|g|>\varepsilon|g|$.
- If $g$ is negligible, then eventually $|g|\le\frac12|P|$, and $|P-g|\ge|P|-|g|\ge|g|>\varepsilon|g|$.

The theorem states this without division.

```lean
/-- For real polynomials `P` and `Q ≠ 0` and any `ε < 1`, the error of `P` as an approximation
to `Q F_m` exceeds the fraction `ε` of `|Q F_m|` at all sufficiently large `T`. -/
theorem relative_error_large (m : ℕ) (P Q : ℝ[X]) (hQ : Q ≠ 0) {ε : ℝ} (hε : ε < 1) :
    ∀ᶠ T in atTop,
      ε * |Q.eval T * boys m T| < |P.eval T - Q.eval T * boys m T| := by
  have hroot := Polynomial.eventually_atTop_not_isRoot Q hQ
  rcases fit_dichotomy m P Q with h | h
  · -- the fit is negligible against the Boys function
    have hδ : 0 < (1 - ε) / 2 := by linarith
    filter_upwards [Asymptotics.isLittleO_iff.mp h hδ, hroot] with T h1 hr
    have hg : 0 < |Q.eval T * boys m T| := abs_pos.mpr (mul_ne_zero hr (boys_pos m T).ne')
    rw [Real.norm_eq_abs, Real.norm_eq_abs] at h1
    have h2 := abs_sub_abs_le_abs_sub (Q.eval T * boys m T) (P.eval T)
    rw [abs_sub_comm] at h2
    nlinarith [mul_pos hδ hg]
  · -- the Boys function is negligible against the fit
    filter_upwards [Asymptotics.isLittleO_iff.mp h (one_half_pos (α := ℝ)), hroot] with T h1 hr
    have hg : 0 < |Q.eval T * boys m T| := abs_pos.mpr (mul_ne_zero hr (boys_pos m T).ne')
    rw [Real.norm_eq_abs, Real.norm_eq_abs] at h1
    have h2 := abs_sub_abs_le_abs_sub (P.eval T) (Q.eval T * boys m T)
    nlinarith [mul_pos (sub_pos.mpr hε) hg]
```

If $P/(QF_m)$ tended to 1, then $|P-g|<\frac12|g|$ at large $T$, against the previous result with $\varepsilon=\frac12$. The final theorem says that no pair `P Q : ℝ[X]`, of any degrees, has this limit, for any order $m$. It needs no condition on $Q$, because Lean sets division by zero to zero and the quotient for $Q=0$ then tends to 0.

```lean
/-- No real polynomials `P`, `Q` make the ratio of `P/Q` to the Boys function `F_m` tend to 1
as `T` tends to infinity. -/
theorem no_global_rational_fit (m : ℕ) :
    ¬ ∃ P Q : ℝ[X],
      Tendsto (fun T => P.eval T / (Q.eval T * boys m T)) atTop (𝓝 1) := by
  rintro ⟨P, Q, h⟩
  have hclose := Metric.tendsto_nhds.mp h (1 / 2) (by norm_num)
  by_cases hQ : Q = 0
  · obtain ⟨T, hT⟩ := hclose.exists
    rw [Real.dist_eq, hQ, eval_zero, zero_mul, div_zero] at hT
    norm_num at hT
  obtain ⟨T, ⟨h1, h2⟩, hr⟩ := ((hclose.and (relative_error_large m P Q hQ
    (show (1 / 2 : ℝ) < 1 by norm_num))).and (Polynomial.eventually_atTop_not_isRoot Q hQ)).exists
  have hg : Q.eval T * boys m T ≠ 0 := mul_ne_zero hr (boys_pos m T).ne'
  rw [Real.dist_eq, div_sub_one hg, abs_div, div_lt_iff₀ (abs_pos.mpr hg)] at h1
  exact lt_asymm h1 h2

end BoysRationalFit
```

```lean
#print axioms BoysRationalFit.no_global_rational_fit
-- 'BoysRationalFit.no_global_rational_fit' depends on axioms: [propext, Classical.choice, Quot.sound]
```

## The lowest order with the simplest fits

For $m=0$ the bounds say that $F_0$ falls as $T^{-1/2}$, up to constants. The fit $P/Q=1$ gives a ratio $1/F_0$ that grows as $\sqrt T$; the fit $1/T$ gives $1/(TF_0)$, which falls as $1/\sqrt T$. Raising the degree of $Q$ by one steps over the half power that is needed.

The obstruction disappears once a factor $T^{-1/2}$ is allowed beside the rational function, and it says nothing against accurate rational fits on bounded intervals. It concerns relative error only: since $F_m(T)\to0$, the absolute error of any fit with $\deg P<\deg Q$ still tends to zero.
